# No real symmetric ring CCD amplitudes when $A-B$ is positive definite and $\det(A+B)<0$

Ring CCD amplitudes are taken here to be any matrix $T$ that solves $B+AT+TA+TBT=0$, with $A$ and $B$ given matrices over a finite set of excitations. In the application these are the RPA matrices with exchange for real orbitals, for instance their triplet block, but nothing here constructs them from orbitals or integrals. For such a finite model, the result links a triplet instability of the Hartree–Fock reference to the loss of real symmetric amplitudes, provided that $A-B$ is positive definite.

In Lean 4 with Mathlib:

```lean
import Mathlib

open Matrix

namespace RingCCDInstability

variable {n R : Type*} [Fintype n] [DecidableEq n] [CommRing R]
```

The index type `n` labels the excitations. The entries lie in a commutative ring `R`, which becomes $\mathbb R$ once signs matter.

```lean
/-- The ring CCD amplitude residual `B + AT + TA + TBT`; amplitudes `T` solve the ring CCD
equation when it vanishes. -/
def ringResidual (A B T : Matrix n n R) : Matrix n n R :=
  B + A * T + T * A + T * B * T
```

This is the residual, written $R(T)=B+AT+TA+TBT$ in the formulas below, where $R$ no longer means the ring of entries. The ring CCD equation is `ringResidual A B T = 0`.

```lean
/-- The determinant of the block matrix with rows `(A, B)` and `(B, A)` is the product of the
determinants of `A + B` and `A - B`. -/
theorem det_hessian (A B : Matrix n n R) :
    (fromBlocks A B B A).det = (A + B).det * (A - B).det := by
  -- add the second block row to the first, then subtract the first block column
  have h : fromBlocks (1 : Matrix n n R) 1 0 1 * fromBlocks A B B A *
      fromBlocks (1 : Matrix n n R) (-1) 0 1 = fromBlocks (A + B) 0 B (A - B) := by
    rw [fromBlocks_multiply, fromBlocks_multiply]
    congr 1 <;> noncomm_ring
  have hd := congrArg det h
  simp only [det_mul, det_fromBlocks_zero₂₁, det_fromBlocks_zero₁₂, det_one, one_mul,
    mul_one] at hd
  exact hd
```

In ordinary notation,
$$\begin{pmatrix}1&1\\0&1\end{pmatrix}\begin{pmatrix}A&B\\B&A\end{pmatrix}\begin{pmatrix}1&-1\\0&1\end{pmatrix}=\begin{pmatrix}A+B&0\\B&A-B\end{pmatrix}.$$
The outer factors have determinant 1, so the middle determinant is $\det(A+B)\det(A-B)$.

`fromBlocks` assembles a matrix from four blocks. `congr 1` splits an equality of two such matrices into four block equations, and `noncomm_ring` proves each without letting matrices commute. Mathlib's lemmas for a zero off-diagonal block then give the determinants.

```lean
/-- Ring CCD amplitudes, symmetric or not, factorise the determinant of the block matrix with rows
`(A, B)` and `(B, A)` into the determinants of `A + BT` and `A + TB`. -/
theorem det_hessian_of_amplitudes (A B T : Matrix n n R) (hT : ringResidual A B T = 0) :
    (fromBlocks A B B A).det = (A + B * T).det * (A + T * B).det := by
  -- the lower left block after elimination is exactly the amplitude residual
  have h : fromBlocks (1 : Matrix n n R) 0 T 1 * fromBlocks A B B A *
      fromBlocks (1 : Matrix n n R) 0 T 1 =
      fromBlocks (A + B * T) B (ringResidual A B T) (A + T * B) := by
    unfold ringResidual
    rw [fromBlocks_multiply, fromBlocks_multiply]
    congr 1 <;> noncomm_ring
  rw [hT] at h
  have hd := congrArg det h
  simp only [det_mul, det_fromBlocks_zero₂₁, det_fromBlocks_zero₁₂, det_one, one_mul,
    mul_one] at hd
  exact hd
```

The same matrix is now eliminated with the amplitudes:
$$\begin{pmatrix}1&0\\T&1\end{pmatrix}\begin{pmatrix}A&B\\B&A\end{pmatrix}\begin{pmatrix}1&0\\T&1\end{pmatrix}=\begin{pmatrix}A+BT&B\\R(T)&A+TB\end{pmatrix}.$$
When $R(T)=0$, the determinant is $\det(A+BT)\det(A+TB)$. No symmetry has been used.

```lean
/-- For symmetric `A`, `B` and symmetric ring CCD amplitudes `T`, the product of the determinants
of `A + B` and `A - B` is the square of the determinant of `A + BT`. -/
theorem det_mul_det_eq_sq {A B T : Matrix n n R} (hA : A.IsSymm) (hB : B.IsSymm)
    (hTs : T.IsSymm) (hT : ringResidual A B T = 0) :
    (A + B).det * (A - B).det = (A + B * T).det ^ 2 := by
  -- `A + TB` is the transpose of `A + BT`
  have h : (A + T * B).det = (A + B * T).det := by
    rw [← det_transpose (A + T * B), transpose_add, transpose_mul, hA.eq, hB.eq, hTs.eq]
  rw [← det_hessian, det_hessian_of_amplitudes A B T hT, h, sq]
```

`IsSymm` says that a matrix equals its transpose. If $A$, $B$ and $T$ are symmetric, then $(A+TB)^{\mathsf T}=A+BT$, so the two factors are equal. Comparing the two eliminations gives
$$\det(A+B)\det(A-B)=\det(A+BT)^2.$$

```lean
/-- For real symmetric `A` and `B` with `A - B` positive definite and `det (A + B) < 0`, the ring
CCD equation has no real symmetric solution. -/
theorem no_amplitudes_of_det_neg {A B : Matrix n n ℝ} (hA : A.IsSymm) (hB : B.IsSymm)
    (hK : (A - B).PosDef) (hdet : (A + B).det < 0) :
    ¬ ∃ T : Matrix n n ℝ, T.IsSymm ∧ ringResidual A B T = 0 := by
  rintro ⟨T, hTs, hT⟩
  have h := det_mul_det_eq_sq hA hB hTs hT
  have hneg := mul_neg_of_neg_of_pos hdet hK.det_pos
  linarith [sq_nonneg (A + B * T).det]
```

`PosDef` for $A-B$ stands for stability of the reference against imaginary orbital variations in the chosen spin block. It gives $\det(A-B)>0$. With $\det(A+B)<0$ the left side of the identity is negative, while the right side is a real square. `linarith` closes this contradiction.

```lean
/-- Ring CCD amplitudes relate `A + B` to `A - B` through the factors `1 + T` and `1 - T`. -/
theorem folded_equation {A B T : Matrix n n R} (hT : ringResidual A B T = 0) :
    (1 + T) * (A + B) * (1 + T) = (1 - T) * (A - B) * (1 - T) := by
  have h : (1 + T) * (A + B) * (1 + T) - (1 - T) * (A - B) * (1 - T) =
      ringResidual A B T + ringResidual A B T := by
    unfold ringResidual
    noncomm_ring
  rw [hT, add_zero] at h
  exact sub_eq_zero.mp h
```

The determinant misses an even number of negative eigenvalues, so a finer relation is needed. Expanding gives
$$(1+T)(A+B)(1+T)-(1-T)(A-B)(1-T)=2R(T),$$
and the two products agree when $R(T)=0$.

```lean
omit [DecidableEq n] in
/-- A symmetric matrix `M` on both sides of `C` can be moved onto the vectors of the
quadratic form. -/
theorem quadratic_form_congr {M : Matrix n n ℝ} (hM : M.IsSymm) (C : Matrix n n ℝ)
    (x : n → ℝ) : x ⬝ᵥ (M * C * M) *ᵥ x = (M *ᵥ x) ⬝ᵥ C *ᵥ (M *ᵥ x) := by
  rw [← mulVec_mulVec, ← mulVec_mulVec, dotProduct_mulVec x M, ← mulVec_transpose, hM.eq]
```

Here `⬝ᵥ` is the dot product and `*ᵥ` applies a matrix to a vector. For symmetric $M$, the lemma reads $x\cdot MCMx=(Mx)\cdot C(Mx)$.

```lean
/-- If `A - B` is positive definite and real symmetric ring CCD amplitudes exist, then `A + B` has
no direction of negative curvature. -/
theorem stable_of_amplitudes {A B T : Matrix n n ℝ} (hK : (A - B).PosDef)
    (hTs : T.IsSymm) (hT : ringResidual A B T = 0) (y : n → ℝ) :
    0 ≤ y ⬝ᵥ (A + B) *ᵥ y := by
  have hp : (1 + T).IsSymm := Matrix.isSymm_one.add hTs
  have hm : (1 - T).IsSymm := Matrix.isSymm_one.sub hTs
  -- a null vector of `1 + T` would have zero energy under `A - B`
  have hinj : Function.Injective (1 + T).mulVecLin := by
    refine (injective_iff_map_eq_zero _).mpr fun x hx => ?_
    have h : (1 + T) *ᵥ x = 0 := hx
    by_contra hx0
    have e : (1 - T) *ᵥ x = (2 : ℝ) • x := by
      rw [add_mulVec, one_mulVec] at h
      rw [sub_mulVec, one_mulVec]
      linear_combination (norm := module) (-1 : ℝ) • h
    have hq := quadratic_form_congr hm (A - B) x
    rw [← folded_equation hT, quadratic_form_congr hp, h, zero_dotProduct, e] at hq
    have hpos := hK.dotProduct_mulVec_pos (smul_ne_zero (two_ne_zero' ℝ) hx0)
    rw [star_trivial] at hpos
    linarith
  -- hence every `y` has the form `(1 + T) x`
  obtain ⟨x, hx⟩ := LinearMap.injective_iff_surjective.mp hinj y
  have hx' : (1 + T) *ᵥ x = y := hx
  rw [← hx', ← quadratic_form_congr hp, folded_equation hT, quadratic_form_congr hm]
  have h := hK.posSemidef.dotProduct_mulVec_nonneg ((1 - T) *ᵥ x)
  rwa [star_trivial] at h
```

If $A-B$ is positive definite and a real symmetric solution exists, then $y\cdot(A+B)y\ge 0$ for every $y$.

Suppose first that $(1+T)x=0$. Then $(1-T)x=2x$, and the previous relation gives $0=4\,x\cdot(A-B)x$, which forces $x=0$. So $1+T$ is injective and, in finite dimension, surjective (`LinearMap.injective_iff_surjective`). Writing $y=(1+T)x$,
$$y\cdot(A+B)y=\big((1-T)x\big)\cdot(A-B)\big((1-T)x\big)\ge 0.$$

In a calculation, one may iterate $T_{\mu\nu}\leftarrow T_{\mu\nu}-R_{\mu\nu}/(\Delta_\mu+\Delta_\nu)$ from $T=0$, with positive orbital-energy gaps $\Delta_\mu$. For symmetric $A$ and $B$ every iterate is symmetric, and a limit would solve the equation. So if the triplet $A+B$ has a negative eigenvalue, as can happen when a closed-shell bond is stretched, and $A-B$ is still positive definite, this iteration cannot converge.

```lean
/-- A real symmetric two-by-two matrix with positive first entry and positive determinant is
positive definite. -/
theorem posDef_two {a b c : ℝ} (ha : 0 < a) (hd : 0 < a * c - b ^ 2) :
    (!![a, b; b, c]).PosDef := by
  rw [posDef_iff_dotProduct_mulVec]
  refine ⟨Matrix.IsHermitian.ext (by
    intro i j; fin_cases i <;> fin_cases j <;> simp), ?_⟩
  intro x hx
  have e : star x ⬝ᵥ !![a, b; b, c] *ᵥ x =
      a * x 0 ^ 2 + 2 * b * x 0 * x 1 + c * x 1 ^ 2 := by
    simp [dotProduct, mulVec, Fin.sum_univ_two]
    ring
  rw [e]
  refine (mul_pos_iff_of_pos_left ha).mp ?_
  -- complete the square
  have hs : a * (a * x 0 ^ 2 + 2 * b * x 0 * x 1 + c * x 1 ^ 2) =
      (a * x 0 + b * x 1) ^ 2 + (a * c - b ^ 2) * x 1 ^ 2 := by ring
  rw [hs]
  by_cases h1 : x 1 = 0
  · have h0 : x 0 ≠ 0 := by
      intro h0
      apply hx
      ext i
      fin_cases i
      · exact h0
      · exact h1
    have : 0 < (a * x 0) ^ 2 := by positivity
    rw [h1]
    linarith
  · have : 0 < (a * c - b ^ 2) * x 1 ^ 2 := mul_pos hd (by positivity)
    linarith [sq_nonneg (a * x 0 + b * x 1)]
```

For $a>0$ and $ac-b^2>0$, completing the square proves positivity:
$$a(ax_0^2+2bx_0x_1+cx_1^2)=(ax_0+bx_1)^2+(ac-b^2)x_1^2.$$

```lean
/-- For two excitations with energy 5 on the diagonal of `A` and coupling 4 off the diagonal of `B`,
the symmetric `T` with off-diagonal entries -1/2 and zero diagonal solves the ring CCD equation, and
`A - B` is positive definite. -/
theorem amplitudes_witness :
    let A : Matrix (Fin 2) (Fin 2) ℝ := !![5, 0; 0, 5]
    let B : Matrix (Fin 2) (Fin 2) ℝ := !![0, 4; 4, 0]
    let T : Matrix (Fin 2) (Fin 2) ℝ := !![0, -1/2; -1/2, 0]
    A.IsSymm ∧ B.IsSymm ∧ T.IsSymm ∧ (A - B).PosDef ∧ ringResidual A B T = 0 := by
  intro A B T
  have hK : A - B = !![5, -4; -4, 5] := by
    ext i j; fin_cases i <;> fin_cases j <;> norm_num [A, B]
  refine ⟨Matrix.IsSymm.ext ?_, Matrix.IsSymm.ext ?_, Matrix.IsSymm.ext ?_, ?_, ?_⟩
  · intro i j; fin_cases i <;> fin_cases j <;> simp [A]
  · intro i j; fin_cases i <;> fin_cases j <;> simp [B]
  · intro i j; fin_cases i <;> fin_cases j <;> simp [T]
  · rw [hK]; exact posDef_two (by norm_num) (by norm_num)
  · ext i j
    fin_cases i <;> fin_cases j <;>
      norm_num [ringResidual, A, B, T, Matrix.mul_apply, Fin.sum_univ_two]
```

For two model excitations with 5 on the diagonal of $A$, coupled by 4 through $B$, an amplitude of $-\tfrac12$ between them solves the equation: the off-diagonal residual is $4-\tfrac52-\tfrac52+1=0$. It is not the only solution, since an amplitude of $-2$ also works. Both sides of the determinant identity equal 81.

```lean
/-- Symmetry of the amplitudes cannot be dropped: here `A - B` is positive definite and
`det (A + B) < 0`, yet a real nonsymmetric `T` solves the ring CCD equation. -/
theorem nonsymmetric_amplitudes :
    let A : Matrix (Fin 2) (Fin 2) ℝ := !![3, 0; 0, 1]
    let B : Matrix (Fin 2) (Fin 2) ℝ := !![-1, 2; 2, -1]
    let T : Matrix (Fin 2) (Fin 2) ℝ := !![1, -2; 0, -1]
    A.IsSymm ∧ B.IsSymm ∧ (A - B).PosDef ∧ (A + B).det < 0 ∧
      ringResidual A B T = 0 ∧ ¬ T.IsSymm := by
  intro A B T
  have hK : A - B = !![4, -2; -2, 2] := by
    ext i j; fin_cases i <;> fin_cases j <;> norm_num [A, B]
  refine ⟨Matrix.IsSymm.ext ?_, Matrix.IsSymm.ext ?_, ?_, ?_, ?_, ?_⟩
  · intro i j; fin_cases i <;> fin_cases j <;> simp [A]
  · intro i j; fin_cases i <;> fin_cases j <;> simp [B]
  · rw [hK]; exact posDef_two (by norm_num) (by norm_num)
  · norm_num [A, B, Matrix.det_fin_two]
  · ext i j
    fin_cases i <;> fin_cases j <;>
      norm_num [ringResidual, A, B, T, Matrix.mul_apply, Fin.sum_univ_two]
  · intro h
    have h01 := h.apply 0 1
    norm_num [T] at h01

end RingCCDInstability
```

Here $\det(A+B)=-4$ and $A-B$ is positive definite, yet a real nonsymmetric $T$ solves the equation. The exclusion therefore fails for general real solutions of the matrix equation. This $T$ is not a set of physical doubles amplitudes: excitation operators commute, so only the symmetric part of $T$ enters a doubles operator. By hand, $\det(A+BT)=-4$ and $\det(A+TB)=4$, so the factors no longer form a square.

```lean
#print axioms RingCCDInstability.no_amplitudes_of_det_neg
#print axioms RingCCDInstability.stable_of_amplitudes
#print axioms RingCCDInstability.nonsymmetric_amplitudes
```

```
'RingCCDInstability.no_amplitudes_of_det_neg' depends on axioms: [propext, Classical.choice, Quot.sound]
'RingCCDInstability.stable_of_amplitudes' depends on axioms: [propext, Classical.choice, Quot.sound]
'RingCCDInstability.nonsymmetric_amplitudes' depends on axioms: [propext, Classical.choice, Quot.sound]
```
